# Two coupled cavities with gain below twice the coupling: added loss first lowers, then raises the growth rate

Two identical optical cavities stand close enough to exchange light. The first is pumped, and an absorber is brought up to the second. One expects the absorber to work against lasing, and at first it does. If it is made strong enough, however, light can start to grow again, because a heavily damped cavity takes little part in the growing mode. How much loss does this reversal need, and when does lasing actually stop in between?

Let $g$ be the net amplitude gain rate of the first cavity, $q$ the net amplitude loss rate of the second, and $k$ the rate at which their overlapping fields exchange amplitude. Suppose that pump and absorber leave the two resonance frequencies equal. Then for $0\le g<2k$ the growth rate of the fastest-growing mode falls strictly until $q=2k-g$, then rises strictly and tends to $g$. Lasing is interrupted on the way if $0<g<k$.

## Equal resonance frequencies and linear gain

Measured relative to the common resonance frequency, the two amplitudes $a=(a_1,a_2)$ obey

$$i\frac{da}{dt}=Ha,\qquad H=\begin{pmatrix} ig & k\\ k & -iq\end{pmatrix}.$$

A mode with eigenvalue $\mu=x+iy$ evolves as $e^{-i\mu t}$, so its amplitude grows at the rate $y$. In Lean, `modeMatrix g k q` is $H$, with real parameters and complex entries.

```lean
import Mathlib

open Filter Topology Set

namespace LossInducedLasing

noncomputable section

/-- The mode matrix `H` of two cavities with coupling `k`, gain `g` in the first and loss `q`
in the second; the amplitudes obey `i da/dt = H a`. -/
def modeMatrix (g k q : ℝ) : Matrix (Fin 2) (Fin 2) ℂ :=
  !![Complex.I * g, (k : ℂ); (k : ℂ), -(Complex.I * q)]
```

The growth rate $\Gamma(q)$ is the supremum of the imaginary parts over the spectrum. The results further down show that it is attained for all real parameters, so it is the rate of an actual mode.

```lean
/-- The growth rate of the coupled cavities: the supremum of the imaginary parts of the
eigenvalues of the mode matrix. -/
def growthRate (g k q : ℝ) : ℝ :=
  sSup (Complex.im '' spectrum ℂ (modeMatrix g k q))
```

The model has constant gain and loss. It therefore describes the onset of lasing from small amplitudes, and says nothing about saturation, output power or noise.

Equal frequencies enter the derivation at its first step. The eigenvalue condition $(\mu-ig)(\mu+iq)=k^2$ splits into

$$x^2-(y-g)(y+q)=k^2,\qquad x\,(2y+q-g)=0.$$

The second equation is a product, so either $x=0$ or $y=(g-q)/2$. With resonances at $\pm\delta$, its left side would acquire the extra term $-\delta(g+q)$, and this division into two cases would generally be lost.

```lean
/-- The characteristic equation of the mode matrix, separated into its real and imaginary
parts. -/
theorem mem_spectrum_iff (g k q : ℝ) (μ : ℂ) :
    μ ∈ spectrum ℂ (modeMatrix g k q) ↔
      μ.re ^ 2 - (μ.im - g) * (μ.im + q) = k ^ 2 ∧ μ.re * (2 * μ.im + q - g) = 0 := by
  have hdet : (algebraMap ℂ (Matrix (Fin 2) (Fin 2) ℂ) μ - modeMatrix g k q).det
      = (μ - Complex.I * g) * (μ + Complex.I * q) - (k : ℂ) * k := by
    rw [Matrix.det_fin_two]
    simp [modeMatrix, Matrix.algebraMap_matrix_apply]
  rw [spectrum.mem_iff, Matrix.isUnit_iff_isUnit_det, isUnit_iff_ne_zero, not_not, hdet,
    Complex.ext_iff]
  simp only [Complex.sub_re, Complex.sub_im, Complex.mul_re, Complex.mul_im, Complex.add_re,
    Complex.add_im, Complex.I_re, Complex.I_im, Complex.ofReal_re, Complex.ofReal_im,
    Complex.zero_re, Complex.zero_im]
  constructor
  · rintro ⟨h1, h2⟩
    exact ⟨by linear_combination h1, by linear_combination h2⟩
  · rintro ⟨h1, h2⟩
    exact ⟨by linear_combination h1, by linear_combination h2⟩
```

The lemma `mem_spectrum_iff` states exactly these two real equations. Its proof computes the determinant of $\mu-H$, uses that an eigenvalue makes this determinant vanish, and compares real and imaginary parts.

## Gain–loss contrast up to twice the coupling

Write $m=(g-q)/2$ for the mean of gain and loss, and $s=(g+q)/2$ for half their contrast. The hypothesis $(g+q)^2\le(2k)^2$ says $s^2\le k^2$: light is exchanged fast enough for both cavities to share gain and loss equally.

By hand, put $y=m$ in the first equation. Since $(m-g)(m+q)=-s^2$, it becomes $x^2=k^2-s^2$, which has a real solution because of the hypothesis. If instead $x=0$, the first equation reads

$$(y-m)^2=s^2-k^2\le 0,$$

so again $y=m$. Every mode grows at the rate $m$.

```lean
/-- If `(g + q)² ≤ (2k)²`, the largest imaginary part of an eigenvalue is the mean
`(g - q) / 2` of gain and loss. -/
theorem isGreatest_strong_coupling {g k q : ℝ} (h : (g + q) ^ 2 ≤ (2 * k) ^ 2) :
    IsGreatest (Complex.im '' spectrum ℂ (modeMatrix g k q)) ((g - q) / 2) := by
  constructor
  · have hs : √(k ^ 2 - ((g + q) / 2) ^ 2) ^ 2 = k ^ 2 - ((g + q) / 2) ^ 2 :=
      Real.sq_sqrt (by nlinarith)
    refine ⟨⟨√(k ^ 2 - ((g + q) / 2) ^ 2), (g - q) / 2⟩,
      (mem_spectrum_iff g k q _).2 ⟨?_, ?_⟩, rfl⟩
    · dsimp only
      linear_combination hs
    · dsimp only
      ring
  · rintro _ ⟨μ, hμ, rfl⟩
    obtain ⟨h1, h2⟩ := (mem_spectrum_iff g k q μ).1 hμ
    rcases mul_eq_zero.1 h2 with h0 | h0
    · rw [h0] at h1
      have hu : (μ.im - (g - q) / 2) ^ 2 = ((g + q) / 2) ^ 2 - k ^ 2 := by
        linear_combination -h1
      have hu0 : (μ.im - (g - q) / 2) ^ 2 ≤ 0 := by nlinarith
      by_contra hc
      have hp : 0 < μ.im - (g - q) / 2 := by linarith [not_le.1 hc]
      linarith [pow_pos hp 2]
    · linarith
```

`IsGreatest` says that $m$ belongs to the set of imaginary parts and bounds it from above. The proof uses the hypothesis once for each half. It makes the square root in the explicit eigenvalue $\sqrt{k^2-s^2}+im$ a true root, and it rules out $y>m$ when $x=0$, since a positive number would have a square that is at most zero. Without the hypothesis, when $s^2>k^2$, the largest imaginary part lies above $m$, as the opposite case shows.

## Gain–loss contrast of at least twice the coupling

The opposite hypothesis, $(2k)^2\le(g+q)^2$, means $s^2\ge k^2$: except at equality, exchange is too slow to even out the contrast. Now $x=0$ gives real solutions

$$y=m\pm\sqrt{s^2-k^2},$$

and the other alternative gives $y=m$, which is no larger than the upper sign. When $s^2>k^2$, one mode therefore grows faster than the mean.

```lean
/-- If `(2k)² ≤ (g + q)²`, the largest imaginary part of an eigenvalue exceeds the mean
`(g - q) / 2` by `√(((g + q) / 2)² - k²)`. -/
theorem isGreatest_weak_coupling {g k q : ℝ} (h : (2 * k) ^ 2 ≤ (g + q) ^ 2) :
    IsGreatest (Complex.im '' spectrum ℂ (modeMatrix g k q))
      ((g - q) / 2 + √(((g + q) / 2) ^ 2 - k ^ 2)) := by
  constructor
  · have hs : √(((g + q) / 2) ^ 2 - k ^ 2) ^ 2 = ((g + q) / 2) ^ 2 - k ^ 2 :=
      Real.sq_sqrt (by nlinarith)
    refine ⟨⟨0, (g - q) / 2 + √(((g + q) / 2) ^ 2 - k ^ 2)⟩,
      (mem_spectrum_iff g k q _).2 ⟨?_, ?_⟩, rfl⟩
    · dsimp only
      linear_combination -hs
    · dsimp only
      ring
  · rintro _ ⟨μ, hμ, rfl⟩
    obtain ⟨h1, h2⟩ := (mem_spectrum_iff g k q μ).1 hμ
    rcases mul_eq_zero.1 h2 with h0 | h0
    · rw [h0] at h1
      have hu : (μ.im - (g - q) / 2) ^ 2 = ((g + q) / 2) ^ 2 - k ^ 2 := by
        linear_combination -h1
      linarith [le_abs_self (μ.im - (g - q) / 2), Real.abs_le_sqrt hu.le]
    · linarith [Real.sqrt_nonneg (((g + q) / 2) ^ 2 - k ^ 2)]
```

The proof exhibits the eigenvalue with the upper sign. The hypothesis is what allows `Real.sq_sqrt` to square the root back to $s^2-k^2$. For the upper bound, `Real.abs_le_sqrt` turns the equation for $(y-m)^2$ into a bound on $y-m$. Without the hypothesis, when $s^2<k^2$, there is no eigenvalue with $x=0$, and the previous case applies. At $s^2=k^2$ the two results agree.

## Nonnegative gain below twice the coupling

The condition $0\le g$ says that the first cavity is not itself lossy on balance, and $g<2k$ says that, with no loss in the second, exchange still outpaces the contrast. Together they imply $k>0$ and place the turning point $q=2k-g$ at positive loss.

For $0\le q\le 2k-g$ we have $0\le g+q\le 2k$. Here $0\le g$ permits squaring the inequality, so $\Gamma(q)=(g-q)/2$, which falls with slope $-1/2$.

For $q\ge 2k-g$ we have $s\ge k>0$ and $\Gamma(q)=m+r$, where $r=\sqrt{s^2-k^2}$. Since $k>0$, $r<s$. Take losses $a<b$ in this range, set $d=(b-a)/2$, and mark the values of $s$ and $r$ by subscripts, so that $s_b=s_a+d$. Then

$$(r_a+d)^2=s_a^2-k^2+2dr_a+d^2<s_a^2-k^2+2ds_a+d^2=s_b^2-k^2.$$

Hence $r_a+d<r_b$, and

$$\Gamma(b)-\Gamma(a)=r_b-r_a-d>0.$$

For the limit, $r<s$ gives $\Gamma(q)<m+s=g$. From below, $k^2/s^2\le1$ gives

$$\left(s-\frac{k^2}{s}\right)^2=s^2-2k^2+\frac{k^4}{s^2}\le s^2-k^2,$$

so $r\ge s-k^2/s$ and

$$g-\frac{2k^2}{g+q}\le\Gamma(q)<g.$$

Both bounds tend to $g$ as $q\to\infty$.

```lean
/-- For `0 ≤ g < 2k` the growth rate strictly decreases as the loss `q` rises from zero to
`2k - g`, strictly increases from there on, and tends to `g` for infinite loss. -/
theorem growthRate_reversal {g k : ℝ} (hg : 0 ≤ g) (hgk : g < 2 * k) :
    StrictAntiOn (growthRate g k) (Icc 0 (2 * k - g)) ∧
      StrictMonoOn (growthRate g k) (Ici (2 * k - g)) ∧
      Tendsto (growthRate g k) atTop (𝓝 g) := by
  have hk : 0 < k := by linarith
  have below : ∀ q ∈ Icc 0 (2 * k - g), growthRate g k q = (g - q) / 2 := fun q hq =>
    (isGreatest_strong_coupling
      (pow_le_pow_left₀ (by linarith [hq.1]) (by linarith [hq.2]) 2)).csSup_eq
  have above : ∀ q, 2 * k - g ≤ q →
      growthRate g k q = (g - q) / 2 + √(((g + q) / 2) ^ 2 - k ^ 2) := fun q hq =>
    (isGreatest_weak_coupling
      (pow_le_pow_left₀ (by linarith) (by linarith) 2)).csSup_eq
  -- for `q ≥ 2k - g` the square root stays below half the gain–loss contrast, `(g + q) / 2`
  have root_lt : ∀ q, 2 * k - g ≤ q → √(((g + q) / 2) ^ 2 - k ^ 2) < (g + q) / 2 :=
    fun q hq => (Real.sqrt_lt' (by linarith)).2 (by linarith [pow_pos hk 2])
  refine ⟨?_, ?_, ?_⟩
  · intro a ha b hb hab
    rw [below a ha, below b hb]
    linarith
  · intro a ha b hb hab
    rw [above a ha, above b hb]
    have hA : √(((g + a) / 2) ^ 2 - k ^ 2) ^ 2 = ((g + a) / 2) ^ 2 - k ^ 2 :=
      Real.sq_sqrt (by nlinarith [mem_Ici.1 ha])
    have hprod := mul_pos (sub_pos.2 hab) (sub_pos.2 (root_lt a ha))
    -- the root grows faster than half the added loss
    have key : √(((g + a) / 2) ^ 2 - k ^ 2) + (b - a) / 2 < √(((g + b) / 2) ^ 2 - k ^ 2) :=
      Real.lt_sqrt_of_sq_lt (by nlinarith)
    linarith
  · have hlim : Tendsto (fun q : ℝ => g - 2 * k ^ 2 / (g + q)) atTop (𝓝 g) := by
      have h0 : Tendsto (fun q : ℝ => 2 * k ^ 2 / (g + q)) atTop (𝓝 0) :=
        tendsto_const_nhds.div_atTop (tendsto_atTop_add_const_left _ g tendsto_id)
      simpa using tendsto_const_nhds.sub h0
    refine tendsto_of_tendsto_of_tendsto_of_le_of_le' hlim tendsto_const_nhds ?_ ?_
    · filter_upwards [eventually_ge_atTop (2 * k - g)] with q hq
      rw [above q hq]
      have hs : 0 < g + q := by linarith
      have ht : 2 * k ^ 2 / (g + q) * (g + q) = 2 * k ^ 2 := div_mul_cancel₀ _ hs.ne'
      have ht0 : 0 ≤ 2 * k ^ 2 / (g + q) := by positivity
      have htk : 2 * k ^ 2 / (g + q) ≤ k := (div_le_iff₀ hs).2 (by nlinarith)
      have hsq : ((g + q) / 2 - 2 * k ^ 2 / (g + q)) ^ 2 ≤ ((g + q) / 2) ^ 2 - k ^ 2 := by
        nlinarith [pow_le_pow_left₀ ht0 htk 2]
      linarith [le_abs_self ((g + q) / 2 - 2 * k ^ 2 / (g + q)), Real.abs_le_sqrt hsq]
    · filter_upwards [eventually_ge_atTop (2 * k - g)] with q hq
      rw [above q hq]
      linarith [root_lt q hq]
```

The three parts of `growthRate_reversal` say that $\Gamma$ is strictly decreasing on the closed interval from $0$ to $2k-g$, strictly increasing on the half-line from $2k-g$, and convergent to $g$. The proof first derives `hk : 0 < k` from the two hypotheses. Then `below` and `above` supply the formulas for $\Gamma$, `root_lt` is $r<s$, and `key` is $r_a+d<r_b$, obtained by comparing squares. The last part squeezes $\Gamma$ between the two bounds, which hold once $q\ge 2k-g$.

Without these hypotheses the coupling could be zero, and the strict rise could then fail. At $g=k=0$, where $g<2k$ just fails, $\Gamma(q)=0$ for every $q\ge0$, so there is no strict rise. At $g=-1$, $k=0$, where only $0\le g$ fails, $\Gamma(q)=-1$ for every $q\ge1$. If $k>0$ but $g\ge2k$, the contrast is already large at $q=0$: the initial fall disappears, and added loss only raises the growth rate.

The case $g=0$ also describes two degenerate quantum states of which one decays irreversibly out of the pair, with $\hbar k$ as their coupling energy and $2q$ as the decay rate of the population of the decaying state when uncoupled. In this two-state model with constant rates, raising $2q$ further once it has reached $4k$ makes the slowest-decaying mode live longer.

At the turning point the first formula gives

$$\Gamma(2k-g)=\frac{g-(2k-g)}{2}=g-k.$$

```lean
/-- At the loss `q = 2k - g` the growth rate equals `g - k`. -/
theorem growthRate_turning_point (g k : ℝ) : growthRate g k (2 * k - g) = g - k := by
  have h : growthRate g k (2 * k - g) = (g - (2 * k - g)) / 2 :=
    (isGreatest_strong_coupling (le_of_eq (by ring))).csSup_eq
  rw [h]
  ring
```

This identity needs no hypothesis, because $g+q=2k$ makes the two squares equal whatever the signs. Under $0\le g<2k$ it is the lowest growth rate that any loss $q\ge0$ can produce. A reversal therefore does not always include an interruption of lasing: for $k<g<2k$ the growth rate dips but remains positive.

## Positive gain below the coupling, and loss in the second cavity

Let $0<g<k$, so that lasing stops over a whole interval of losses and later revives. Then, for $q\ge0$, a growing mode exists exactly when

$$q<g\qquad\text{or}\qquad q>\frac{k^2}{g}.$$

Between these ranges, for $g\le q\le k^2/g$, no mode grows.

If $q\le2k-g$, then $\Gamma(q)=(g-q)/2$ is positive exactly when $q<g$. The second alternative does not occur here, because

$$gq=s^2-m^2\le s^2\le k^2.$$

If $q\ge2k-g$, then $g<k$ gives $q>g$, so the first alternative does not occur. Now $\Gamma(q)>0$ means $\sqrt{s^2-k^2}>(q-g)/2$. Both sides are nonnegative, and squaring gives

$$s^2-k^2>\left(\frac{q-g}{2}\right)^2,$$

which is the same as $gq>k^2$.

```lean
/-- For gain `0 < g < k` and loss `q ≥ 0`, the growth rate is positive exactly when the loss
is below `g` or above `k² / g`. -/
theorem lasing_iff {g k q : ℝ} (hg : 0 < g) (hgk : g < k) (hq : 0 ≤ q) :
    0 < growthRate g k q ↔ q < g ∨ k ^ 2 / g < q := by
  rw [div_lt_iff₀ hg]
  rcases le_total q (2 * k - g) with h | h
  · have hsq : (g + q) ^ 2 ≤ (2 * k) ^ 2 :=
      pow_le_pow_left₀ (by linarith) (by linarith) 2
    have e : growthRate g k q = (g - q) / 2 := (isGreatest_strong_coupling hsq).csSup_eq
    rw [e]
    constructor
    · intro h1
      left
      linarith
    · rintro (h1 | h1)
      · linarith
      · nlinarith [sq_nonneg (g - q)]
  · have hsq : (2 * k) ^ 2 ≤ (g + q) ^ 2 :=
      pow_le_pow_left₀ (by linarith) (by linarith) 2
    have e : growthRate g k q = (g - q) / 2 + √(((g + q) / 2) ^ 2 - k ^ 2) :=
      (isGreatest_weak_coupling hsq).csSup_eq
    have hroot := Real.lt_sqrt (y := ((g + q) / 2) ^ 2 - k ^ 2)
      (show 0 ≤ (q - g) / 2 by linarith)
    rw [e]
    constructor
    · intro h1
      right
      have h2 := hroot.1 (by linarith)
      nlinarith
    · rintro (h1 | h1)
      · linarith
      · have h2 := hroot.2 (by nlinarith)
        linarith

end

end LossInducedLasing
```

In `lasing_iff`, "lasing" is the condition `0 < growthRate g k q`. The proof makes the same division at $q=2k-g$, and `Real.lt_sqrt` performs the squaring in the second case.

Each hypothesis has its own part:

- **Positive gain, $g>0$.** It allows `div_lt_iff₀` to replace $k^2/g<q$ by $k^2<qg$. At $g=0$ no loss $q\ge0$ produces growth, yet Lean's convention $k^2/0=0$ would place the upper threshold at zero, and the statement would be false for every $q>0$.
- **Gain below the coupling, $g<k$.** It makes the turning-point rate $g-k$ negative. The proof uses it to obtain $q>g$ in the second case. For $g>k>0$ the growth rate is positive at every $q\ge0$, so added loss never stops the growth. The equivalence still holds there, but the two ranges overlap and leave no gap.
- **Loss in the second cavity, $q\ge0$.** It keeps $g+q$ nonnegative, which the proof needs in order to square $g+q\le2k$. For $q<0$ the second cavity amplifies too. The imaginary parts of the two eigenvalues then add up to $g-q>0$, so some mode grows in any case.

```lean
#print axioms LossInducedLasing.growthRate_reversal
#print axioms LossInducedLasing.growthRate_turning_point
#print axioms LossInducedLasing.lasing_iff
```

```
'LossInducedLasing.growthRate_reversal' depends on axioms: [propext, Classical.choice, Quot.sound]
'LossInducedLasing.growthRate_turning_point' depends on axioms: [propext, Classical.choice, Quot.sound]
'LossInducedLasing.lasing_iff' depends on axioms: [propext, Classical.choice, Quot.sound]
```
